# In a cubic orbital-energy model, the third-order field energy needs only the first-order orbital response

Take one orbital parameter $y$ in a static field $F$, with energy

$$G(F,y)=\tfrac12y^2-Fy+\tfrac16y^3 .$$

To first order in the field the orbital responds as $y=F$. Add an arbitrary second-order correction, $y=F+F^2z$. The first two terms give

$$\tfrac12(F+F^2z)^2-F(F+F^2z)=-\tfrac12F^2+\tfrac12F^4z^2 ,$$

because the two contributions $\pm F^3z$ cancel. The last term is $F^3(1+Fz)^3/6$. The coefficient of $F^3$ is therefore $1/6$, whatever $z$ is.

The same cancellation occurs for any finite number of parameters. It is the first-order instance of Wigner's $2k+1$ rule, treated here for a cubic model energy and not for a general Hamiltonian or for higher orders. The finite type `n` labels the orbital parameters, and a vector of them is a function `n → ℝ`.

```lean
import Mathlib

open Matrix Filter Topology

noncomputable section

namespace FirstHyperpolarizability

variable {n : Type*} [Fintype n]
```

## The model energy and its stationary points

The anharmonicity is a real trilinear form $T(u,v,w)$. In Lean it is a nested continuous linear map; continuity is automatic in finite dimension.

```lean
/-- Real trilinear forms on the space of orbital parameters. -/
abbrev Cubic (n : Type*) [Fintype n] :=
  (n → ℝ) →L[ℝ] (n → ℝ) →L[ℝ] (n → ℝ) →L[ℝ] ℝ
```

When $T$ is the third derivative of the zero-field energy, its arguments can be exchanged. Exchanging neighbours generates all permutations, so two equalities suffice.

```lean
/-- The cubic form is unchanged when neighbouring arguments are exchanged. -/
def TotallySymmetric (T : Cubic n) : Prop :=
  ∀ u v w, T u v w = T v u w ∧ T u v w = T u w v
```

Let $A$ be the orbital Hessian at zero field, and let $b$ be the derivative of the dipole moment along the field with respect to the orbital parameters. The energy relative to the field-free molecule is

$$G(F,y)=\tfrac12\,y\cdot Ay-F\,b\cdot y+\tfrac16T(y,y,y).$$

In the code `⬝ᵥ` is the dot product and `*ᵥ` applies a matrix to a vector. The field is static and has one fixed direction. The model has no permanent dipole, no dipole terms quadratic in $y$ and no quartic anharmonicity. Quadratic dipole terms, which real orbital parametrisations generally have, would add to the third-order energy.

With the convention $E(F)=-\alpha F^2/2-\beta F^3/6+\dots$, a cubic coefficient $T(x,x,x)/6$ means $\beta=-T(x,x,x)$.

```lean
/-- Energy at field strength `F` and orbital parameters `y`, with Hessian `A`,
dipole coupling `b` and cubic anharmonicity `T`. -/
def energy (A : Matrix n n ℝ) (b : n → ℝ) (T : Cubic n) (F : ℝ) (y : n → ℝ) : ℝ :=
  (y ⬝ᵥ (A *ᵥ y)) / 2 - F * (b ⬝ᵥ y) + T y y y / 6
```

Orbitals are relaxed when the slope of $s\mapsto G(F,y+sv)$ vanishes at $s=0$ for every direction $v$. This admits saddle points as well as minima.

```lean
/-- The orbitals `y` are relaxed in the field `F`: the energy has zero slope at `y`
in every direction. -/
def IsStationary (A : Matrix n n ℝ) (b : n → ℝ) (T : Cubic n) (F : ℝ) (y : n → ℝ) : Prop :=
  ∀ v : n → ℝ, HasDerivAt (fun s : ℝ => energy A b T F (y + s • v)) 0 0
```

## The slope along an orbital variation

For symmetric $A$ we have $u\cdot Av=(A^{\mathsf T}u)\cdot v=(Au)\cdot v=v\cdot Au$.

```lean
/-- A symmetric Hessian couples two orbital variations equally in either order. -/
theorem hessian_symm {A : Matrix n n ℝ} (hA : A.IsSymm) (u v : n → ℝ) :
    u ⬝ᵥ (A *ᵥ v) = v ⬝ᵥ (A *ᵥ u) := by
  rw [Matrix.dotProduct_mulVec, ← Matrix.mulVec_transpose, hA.eq, dotProduct_comm]
```

Now expand along the line $y+sv$. The two mixed Hessian terms are equal, and the symmetry of $T$ collects its mixed terms in threes:

$$\begin{aligned}G(F,y+sv)=G(F,y)&+s\left[v\cdot Ay-F\,b\cdot v+\tfrac12T(y,y,v)\right]\\&+\tfrac12s^2\left[v\cdot Av+T(y,v,v)\right]+\tfrac16s^3T(v,v,v).\end{aligned}$$

The slope at $s=0$ is the first bracket. In the proof, `line` is this expansion and `poly` differentiates a cubic polynomial at zero.

```lean
/-- The slope of the energy at `y` along an orbital variation `v`. -/
theorem energy_hasDerivAt {A : Matrix n n ℝ} {T : Cubic n} (hA : A.IsSymm)
    (hT : TotallySymmetric T) (b : n → ℝ) (F : ℝ) (y v : n → ℝ) :
    HasDerivAt (fun s : ℝ => energy A b T F (y + s • v))
      (v ⬝ᵥ (A *ᵥ y) - F * (b ⬝ᵥ v) + T y y v / 2) 0 := by
  -- along a line the energy is a cubic polynomial
  have line : ∀ s : ℝ, energy A b T F (y + s • v) = energy A b T F y
      + s * (v ⬝ᵥ (A *ᵥ y) - F * (b ⬝ᵥ v) + T y y v / 2)
      + s ^ 2 * ((v ⬝ᵥ (A *ᵥ v)) / 2 + T y v v / 2) + s ^ 3 * (T v v v / 6) := by
    intro s
    have h1 : T y v y = T y y v := (hT y v y).2
    have h2 : T v y y = T y y v := (hT v y y).1.trans h1
    have h3 : T v y v = T y v v := (hT v y v).1
    have h4 : T v v y = T y v v := (hT v v y).2.trans h3
    simp only [energy, Matrix.mulVec_add, Matrix.mulVec_smul, dotProduct_add,
      add_dotProduct, smul_dotProduct, dotProduct_smul, map_add, map_smul,
      _root_.add_apply, _root_.smul_apply, smul_eq_mul]
    rw [hessian_symm hA y v, h1, h2, h3, h4]
    ring
  have poly : ∀ c g d e : ℝ,
      HasDerivAt (fun s : ℝ => c + s * g + s ^ 2 * d + s ^ 3 * e) g 0 := by
    intro c g d e
    have h := hasDerivAt_id' (0 : ℝ)
    exact ((((h.mul_const g).const_add c).fun_add ((h.fun_pow 2).mul_const d)).fun_add
      ((h.fun_pow 3).mul_const e)).congr_deriv (by simp)
  rw [funext line]
  exact poly _ _ _ _
```

## Where an orbital error enters

Write the orbitals as $F(x+r)$, where $x$ is a trial first-order response and $r$ is the error. By symmetry of $A$,

$$\tfrac12F^2(x+r)\cdot A(x+r)=F^2\left[\tfrac12x\cdot Ax+r\cdot Ax+\tfrac12r\cdot Ar\right].$$

The field term is $-F^2(b\cdot x+b\cdot r)$. Collecting terms gives the exact identity

$$\begin{aligned}G(F,F(x+r))={}&F^2\left[\tfrac12x\cdot Ax-b\cdot x\right]+F^2\,r\cdot(Ax-b)\\&+\tfrac12F^2\,r\cdot Ar+\tfrac16F^3T(x+r,x+r,x+r).\end{aligned}$$

Outside $T$, the error enters linearly only through the residual $Ax-b$.

```lean
/-- Exact energy for the orbitals `F (x + r)`: the part linear in `r` outside the
cubic form is multiplied by the response residual `A x - b`. -/
theorem energy_scaled {A : Matrix n n ℝ} (hA : A.IsSymm) (b : n → ℝ) (T : Cubic n)
    (F : ℝ) (x r : n → ℝ) :
    energy A b T F (F • (x + r)) = F ^ 2 * ((x ⬝ᵥ (A *ᵥ x)) / 2 - b ⬝ᵥ x)
      + F ^ 2 * (r ⬝ᵥ (A *ᵥ x - b)) + F ^ 2 * (r ⬝ᵥ (A *ᵥ r)) / 2
      + F ^ 3 * T (x + r) (x + r) (x + r) / 6 := by
  simp only [energy, Matrix.mulVec_add, Matrix.mulVec_smul, dotProduct_add, dotProduct_sub,
    add_dotProduct, smul_dotProduct, dotProduct_smul, map_add, map_smul,
    _root_.add_apply, _root_.smul_apply, smul_eq_mul]
  rw [hessian_symm hA x r, dotProduct_comm b r]
  ring
```

## Any second-order correction gives the same coefficient

Suppose $Ax=b$, the first-order response equation. The residual term vanishes and $\tfrac12x\cdot Ax-b\cdot x=-\tfrac12b\cdot x$. A second-order correction $z$ means $r=Fz$, so for $F\neq0$

$$\frac{G(F,Fx+F^2z)+\tfrac12F^2\,b\cdot x}{F^3}=\tfrac12F\,z\cdot Az+\tfrac16T(x+Fz,x+Fz,x+Fz).$$

The right side is continuous in $F$ and equals $T(x,x,x)/6$ at $F=0$.

The theorem states this limit for every `z`, with `𝓝[≠] 0` denoting the approach to zero through nonzero fields. Its hypotheses are a symmetric $A$ and `A *ᵥ x = b`; $T$ need not be symmetric, and $A$ need not be invertible. In the proof, `c` is the continuity of the right side, and the lines after `filter_upwards` establish the displayed equality for $F\neq0$.

For the static first hyperpolarizability along the field direction this means that, within this finite model with linear dipole coupling and for an invertible $A$, the solution of the linear response equations suffices and no second-order orbital equations are needed. If $A$ is singular, the response equation can have several solutions with different values of $T(x,x,x)$, and the theorem does not say which of them the relaxed orbitals follow.

```lean
/-- If `x` solves the first-order response equation, the cubic energy coefficient is
`T(x,x,x)/6`, whatever second-order orbital correction `z` is used. -/
theorem cubic_coefficient {A : Matrix n n ℝ} (hA : A.IsSymm) {b x : n → ℝ}
    (hx : A *ᵥ x = b) (T : Cubic n) (z : n → ℝ) :
    Tendsto (fun F : ℝ => (energy A b T F (F • x + F ^ 2 • z) + F ^ 2 * (b ⬝ᵥ x) / 2) / F ^ 3)
      (𝓝[≠] 0) (𝓝 (T x x x / 6)) := by
  have c : Continuous (fun F : ℝ => F * (z ⬝ᵥ (A *ᵥ z)) / 2
      + T (x + F • z) (x + F • z) (x + F • z) / 6) := by fun_prop
  refine ((c.tendsto' 0 (T x x x / 6) (by simp)).mono_left nhdsWithin_le_nhds).congr' ?_
  filter_upwards [self_mem_nhdsWithin] with F hF
  have e : F • x + F ^ 2 • z = F • (x + F • z) := by rw [smul_add, smul_smul, sq]
  rw [e, energy_scaled hA, hx, sub_self, dotProduct_zero, dotProduct_comm x b,
    eq_div_iff (pow_ne_zero 3 hF)]
  simp only [Matrix.mulVec_smul, dotProduct_smul, smul_dotProduct, smul_eq_mul]
  ring
```

## What happens without the response equation

Return to the single parameter with $A=b=1$ and $T(u,v,w)=uvw$, but take $x=0$, so that $Ax\neq b$. The orbital is $F^2z$, and

$$\frac{G(F,F^2z)}{F^3}=\tfrac12Fz^2-z+\tfrac16F^3z^3\longrightarrow-z .$$

The limit now depends on the second-order correction, and it differs from $T(x,x,x)/6=0$ whenever $z\neq0$.

In general, suppose that the limit is $T(x,x,x)/6$ for every $z$. Put $g=Ax-b$ and subtract the quotient for $z=0$ from the quotient for $z=g$. The terms without $r$ cancel, leaving

$$g\cdot g+\tfrac12F\,g\cdot Ag+\tfrac16\left[T(x+Fg,x+Fg,x+Fg)-T(x,x,x)\right].$$

This tends to $g\cdot g$. Both quotients have the same limit by assumption, so their difference also tends to $0$. Hence $g\cdot g=0$, and $Ax=b$. In Lean, `l` is the first limit, `d` the second, and `tendsto_nhds_unique` equates them.

```lean
/-- Conversely, if the cubic coefficient is `T(x,x,x)/6` for every second-order
correction `z`, then `x` solves the first-order response equation. -/
theorem response_of_cubic_coefficient {A : Matrix n n ℝ} (hA : A.IsSymm) {b x : n → ℝ}
    (T : Cubic n) (h : ∀ z : n → ℝ, Tendsto (fun F : ℝ =>
      (energy A b T F (F • x + F ^ 2 • z) + F ^ 2 * (b ⬝ᵥ x) / 2) / F ^ 3)
      (𝓝[≠] 0) (𝓝 (T x x x / 6))) : A *ᵥ x = b := by
  obtain ⟨g, hg⟩ : ∃ g, g = A *ᵥ x - b := ⟨_, rfl⟩
  have c : Continuous (fun F : ℝ => g ⬝ᵥ g + F * (g ⬝ᵥ (A *ᵥ g)) / 2
      + (T (x + F • g) (x + F • g) (x + F • g) - T x x x) / 6) := by fun_prop
  have l := (c.tendsto' 0 (g ⬝ᵥ g) (by simp)).mono_left (nhdsWithin_le_nhds (s := {0}ᶜ))
  -- compare the corrections `z = g` and `z = 0`
  have d := (h g).sub (h 0)
  have hgg : g ⬝ᵥ g = T x x x / 6 - T x x x / 6 := by
    refine tendsto_nhds_unique (l.congr' ?_) d
    filter_upwards [self_mem_nhdsWithin] with F hF
    have e : F • x + F ^ 2 • g = F • (x + F • g) := by rw [smul_add, smul_smul, sq]
    have e0 : F • x + F ^ 2 • (0 : n → ℝ) = F • (x + 0) := by simp
    rw [e, e0, energy_scaled hA, energy_scaled hA, ← hg, ← sub_div,
      eq_div_iff (pow_ne_zero 3 hF)]
    simp only [Matrix.mulVec_smul, dotProduct_smul, smul_dotProduct, smul_eq_mul,
      zero_dotProduct, add_zero, mul_zero, zero_div]
    ring
  rw [sub_self] at hgg
  exact sub_eq_zero.1 (hg.symm.trans (dotProduct_self_eq_zero.1 hgg))
```

## Fully relaxed orbitals

Let the relaxed orbitals be $y(F)=Fu(F)$ with $u(F)\to x$ as $F\to0$, and let $T$ be symmetric. No rate of convergence is assumed. Inserting $y=Fu$ in the slope and dividing by $F\neq0$ gives, for every $v$,

$$v\cdot Au-b\cdot v+\tfrac12F\,T(u,u,v)=0 .$$

As $F\to0$ this becomes $v\cdot(Ax-b)=0$. Choosing $v=Ax-b$ yields $Ax=b$, so the response equation is now a conclusion.

Next put $r=u-x$ and choose $v=r$. Since $r\cdot Au-b\cdot r=r\cdot Ar$,

$$r\cdot Ar=-\tfrac12F\,T(u,u,r).$$

The quadratic error thus carries an extra factor $F$. Substituting it in the exact identity gives

$$\frac{G(F,Fu)+\tfrac12F^2\,b\cdot x}{F^3}=\tfrac16T(u,u,u)-\tfrac14T(u,u,u-x)\longrightarrow\tfrac16T(x,x,x).$$

The steps `heq`, `hx` and `k` are the divided stationarity condition, the response equation and the formula for $r\cdot Ar$. The existence of the relaxed branch is a hypothesis: `hs` requires stationarity for all sufficiently small nonzero fields.

```lean
/-- For relaxed orbitals `F u(F)` with `u(F)` tending to `x`, the limit `x` solves the
response equation and the relaxed energy has cubic coefficient `T(x,x,x)/6`. -/
theorem relaxed_cubic_coefficient {A : Matrix n n ℝ} {T : Cubic n} (hA : A.IsSymm)
    (hT : TotallySymmetric T) {b x : n → ℝ} {u : ℝ → n → ℝ}
    (hu : Tendsto u (𝓝[≠] 0) (𝓝 x))
    (hs : ∀ᶠ F in 𝓝[≠] (0 : ℝ), IsStationary A b T F (F • u F)) :
    A *ᵥ x = b ∧ Tendsto (fun F : ℝ =>
      (energy A b T F (F • u F) + F ^ 2 * (b ⬝ᵥ x) / 2) / F ^ 3)
      (𝓝[≠] 0) (𝓝 (T x x x / 6)) := by
  -- stationarity divided by the field strength
  have heq : ∀ᶠ F in 𝓝[≠] (0 : ℝ), F ≠ 0 ∧ ∀ v : n → ℝ,
      v ⬝ᵥ (A *ᵥ u F) - b ⬝ᵥ v + F * T (u F) (u F) v / 2 = 0 := by
    filter_upwards [hs, self_mem_nhdsWithin] with F h hF
    refine ⟨hF, fun v => ?_⟩
    have h0 := (h v).unique (energy_hasDerivAt hA hT b F (F • u F) v)
    simp only [Matrix.mulVec_smul, dotProduct_smul, map_smul,
      _root_.smul_apply, smul_eq_mul] at h0
    apply mul_left_cancel₀ (show F ≠ 0 from hF)
    linear_combination -h0
  have hx : A *ᵥ x = b := by
    obtain ⟨g, hg⟩ : ∃ g, g = A *ᵥ x - b := ⟨_, rfl⟩
    have c : Continuous (fun p : ℝ × (n → ℝ) =>
        g ⬝ᵥ (A *ᵥ p.2) - b ⬝ᵥ g + p.1 * T p.2 p.2 g / 2) := by
      simp only [dotProduct, Matrix.mulVec]
      fun_prop
    have hF : Tendsto (fun F : ℝ => F) (𝓝[≠] 0) (𝓝 0) := nhdsWithin_le_nhds
    have l := (c.tendsto' (0, x) (g ⬝ᵥ (A *ᵥ x) - b ⬝ᵥ g) (by simp)).comp
      (hF.prodMk_nhds hu)
    have h0 : g ⬝ᵥ (A *ᵥ x) - b ⬝ᵥ g = 0 := by
      refine tendsto_nhds_unique l (tendsto_const_nhds.congr' ?_)
      filter_upwards [heq] with F h
      exact (h.2 g).symm
    rw [dotProduct_comm b g, ← dotProduct_sub, ← hg] at h0
    exact sub_eq_zero.1 (hg.symm.trans (dotProduct_self_eq_zero.1 h0))
  refine ⟨hx, ?_⟩
  have c : Continuous (fun w : n → ℝ => T w w w / 6 - T w w (w - x) / 4) := by fun_prop
  refine ((c.tendsto' x (T x x x / 6) (by simp)).comp hu).congr' ?_
  filter_upwards [heq] with F h
  -- stationarity makes the quadratic error one order smaller
  have k : (u F - x) ⬝ᵥ (A *ᵥ (u F - x)) = -(F * T (u F) (u F) (u F - x) / 2) := by
    have h1 := h.2 (u F - x)
    rw [Matrix.mulVec_sub, dotProduct_sub, hx, dotProduct_comm _ b]
    linarith
  have E := energy_scaled hA b T F x (u F - x)
  have hr : x + (u F - x) = u F := by abel
  rw [hr, hx, sub_self, dotProduct_zero, k, dotProduct_comm x b] at E
  rw [E, eq_div_iff (pow_ne_zero 3 h.1), Function.comp_apply]
  ring
```

## An explicit relaxed branch

The one-parameter energy of the opening has such a branch. First, read off the single coordinate, $u\mapsto u_0$.

```lean
/-- The coordinate of a single orbital parameter. -/
def coord : (Fin 1 → ℝ) →L[ℝ] ℝ := ContinuousLinearMap.proj 0
```

The cubic form is the product $T(u,v,w)=u_0v_0w_0$, which is not zero.

```lean
/-- The cubic form `u v w` of a single orbital parameter. -/
def oneCubic : Cubic (Fin 1) := coord.smulRight (coord.smulRight coord)
```

Stationarity reads $y-F+\tfrac12y^2=0$, or $(y+1)^2=1+2F$. The root that vanishes at zero field is

$$y=\sqrt{1+2F}-1=F\,\frac{2}{1+\sqrt{1+2F}},\qquad F>-\tfrac12 .$$

The fraction is the scaled response $u(F)$.

```lean
/-- The scaled orbital response `2 / (1 + √(1 + 2F))`, used for `F > -1/2`. -/
def oneBranch (F : ℝ) : Fin 1 → ℝ := fun _ => 2 / (1 + Real.sqrt (1 + 2 * F))
```

As $F\to0$ the fraction tends to $1$, so $x=1$. For the slope, put $q=\sqrt{1+2F}$, so that $y=q-1$ and

$$y-F+\tfrac12y^2=\tfrac12\left(q^2-1-2F\right)=0 .$$

The theorem collects the symmetry of $A$ and of $T$, the limit of $u$, and stationarity near zero field. These are the hypotheses of `relaxed_cubic_coefficient`, which then gives the cubic coefficient $1/6$ found at the start. In the proof, `k` is the formula for $y$ and `hs` is $q^2=1+2F$.

```lean
/-- One orbital parameter with unit Hessian, unit dipole coupling and cubic form `oneCubic`
has the relaxed orbitals `F * oneBranch F` near zero field. -/
theorem relaxed_witness :
    (1 : Matrix (Fin 1) (Fin 1) ℝ).IsSymm ∧ TotallySymmetric oneCubic ∧
    Tendsto oneBranch (𝓝[≠] 0) (𝓝 1) ∧
    ∀ᶠ F in 𝓝[≠] (0 : ℝ), IsStationary 1 1 oneCubic F (F • oneBranch F) := by
  have happ : ∀ u v w : Fin 1 → ℝ, oneCubic u v w = u 0 * (v 0 * w 0) := by
    intro u v w
    simp [oneCubic, coord]
  have hA : (1 : Matrix (Fin 1) (Fin 1) ℝ).IsSymm := Matrix.transpose_one
  have hT : TotallySymmetric oneCubic := by
    intro u v w
    simp only [happ]
    constructor <;> ring
  refine ⟨hA, hT, ?_, ?_⟩
  · refine tendsto_pi_nhds.2 fun _ => ?_
    have c : Continuous (fun F : ℝ => 2 / (1 + Real.sqrt (1 + 2 * F))) :=
      Continuous.div continuous_const (by fun_prop) (fun F => by positivity)
    exact (c.tendsto' 0 1 (by norm_num)).mono_left nhdsWithin_le_nhds
  · filter_upwards [nhdsWithin_le_nhds (Ioi_mem_nhds (by norm_num : (-1 / 2 : ℝ) < 0))]
      with F hF v
    have hF' : -1 / 2 < F := hF
    refine (energy_hasDerivAt hA hT 1 F (F • oneBranch F) v).congr_deriv ?_
    have hs : Real.sqrt (1 + 2 * F) ^ 2 = 1 + 2 * F := Real.sq_sqrt (by linarith)
    have k : F * (2 / (1 + Real.sqrt (1 + 2 * F))) = Real.sqrt (1 + 2 * F) - 1 := by
      rw [← mul_div_assoc, div_eq_iff (by positivity)]
      linear_combination -hs
    simp only [Matrix.one_mulVec, dotProduct, Fin.sum_univ_one, happ, Pi.smul_apply,
      Pi.one_apply, smul_eq_mul, oneBranch]
    rw [k]
    linear_combination (v 0 / 2) * hs

end FirstHyperpolarizability
```

```lean
#print axioms FirstHyperpolarizability.cubic_coefficient
-- 'FirstHyperpolarizability.cubic_coefficient' depends on axioms: [propext, Classical.choice, Quot.sound]
#print axioms FirstHyperpolarizability.response_of_cubic_coefficient
-- 'FirstHyperpolarizability.response_of_cubic_coefficient' depends on axioms: [propext, Classical.choice, Quot.sound]
#print axioms FirstHyperpolarizability.relaxed_cubic_coefficient
-- 'FirstHyperpolarizability.relaxed_cubic_coefficient' depends on axioms: [propext, Classical.choice, Quot.sound]
```
